# The shifted quadratic form of a finite Hermitian matrix as a sum of squared amplitudes weighted by shifted eigenvalues

The lemma `modes` concerns a Hermitian complex matrix $A$ of finite size, such as a Hamiltonian on a finite-dimensional state space, with eigenvalues $\lambda_i$. It states that there is one matrix $U$ with $UU^\dagger = 1$ such that, for every vector $x$ and every real $t$, $\langle x, Ax\rangle - t\langle x, x\rangle = \sum_i (\lambda_i - t)\,|(U^\dagger x)_i|^2$. The vector $x$ need not be normalised, so the left side is the quadratic form itself and not an expectation value divided by the squared norm. The proof takes $U$ from the spectral theorem, which writes $A$ as $U$ times the diagonal matrix of eigenvalues times $U^\dagger$, then carries both inner products over to $U^\dagger x$ and compares the sums term by term.

In Lean, a first try:

```lean
import Mathlib

open Matrix
open scoped ComplexOrder

noncomputable section

namespace BirmanSchwingerCount

variable {n k : Type*} [Fintype n] [DecidableEq n] [Fintype k]

/-- The quadratic form `⟨x, A x⟩` (real part). -/
def expVal (A : Matrix n n ℂ) (x : n → ℂ) : ℝ := (star x ⬝ᵥ (A *ᵥ x)).re

/-- The squared norm `⟨x, x⟩`. -/
def sqNorm (x : n → ℂ) : ℝ := (star x ⬝ᵥ x).re

omit [DecidableEq n] in
private lemma adj (M : Matrix k n ℂ) (x : k → ℂ) (y : n → ℂ) :
    star x ⬝ᵥ (M *ᵥ y) = star (Mᴴ *ᵥ x) ⬝ᵥ y := by
  rw [Matrix.star_mulVec, conjTranspose_conjTranspose, Matrix.dotProduct_mulVec]

private lemma modes {A : Matrix n n ℂ} (hA : A.IsHermitian) :
    ∃ U : Matrix n n ℂ, U * Uᴴ = 1 ∧ ∀ (x : n → ℂ) (t : ℝ), expVal A x - t * sqNorm x =
      ∑ i, (hA.eigenvalues i - t) * Complex.normSq ((Uᴴ *ᵥ x) i) := by
  obtain ⟨U, hU, h⟩ : ∃ U : Matrix n n ℂ, U * Uᴴ = 1 ∧
      A = U * diagonal (fun i => (hA.eigenvalues i : ℂ)) * Uᴴ := by
    refine ⟨hA.eigenvectorUnitary, mem_unitaryGroup_iff.mp hA.eigenvectorUnitary.2, ?_⟩
    have h := hA.spectral_theorem
    rw [Unitary.conjStarAlgAut_apply] at h
    exact h
  refine ⟨U, hU, fun x t => ?_⟩
  have h1 : star x ⬝ᵥ (A *ᵥ x) = star (Uᴴ *ᵥ x) ⬝ᵥ
      (diagonal (fun i => (hA.eigenvalues i : ℂ)) *ᵥ (Uᴴ *ᵥ x)) := by
    rw [← adj U, mulVec_mulVec, mulVec_mulVec, ← Matrix.mul_assoc, ← h]
  have h2 : star x ⬝ᵥ x = star (Uᴴ *ᵥ x) ⬝ᵥ (Uᴴ *ᵥ x) := by
    rw [← adj U, mulVec_mulVec, hU, one_mulVec]
  unfold expVal sqNorm
  rw [h1, h2]
  simp only [dotProduct, mulVec_diagonal, Pi.star_apply, Complex.re_sum, Finset.mul_sum,
    ← Finset.sum_sub_distrib]
  refine Finset.sum_congr rfl fun i _ => ?_
  generalize (Uᴴ *ᵥ x) i = z
  simp only [Complex.star_def, Complex.mul_re, Complex.mul_im, Complex.conj_re,
    Complex.conj_im, Complex.ofReal_re, Complex.ofReal_im, Complex.normSq_apply]
  ring

end BirmanSchwingerCount
```

Lean reports:

```
Main.lean:35:47: error: Tactic `rewrite` failed: Did not find an occurrence of the pattern
  ?L * (?M * ?N)
in the target expression
  star x ⬝ᵥ A *ᵥ x = star x ⬝ᵥ ((U * diagonal fun i => ↑(hA.eigenvalues i)) * Uᴴ) *ᵥ x

n : Type u_1
inst✝¹ : Fintype n
inst✝ : DecidableEq n
A : Matrix n n ℂ
hA : A.IsHermitian
U : Matrix n n ℂ
hU : U * Uᴴ = 1
h : A = (U * diagonal fun i => ↑(hA.eigenvalues i)) * Uᴴ
x : n → ℂ
t : ℝ
⊢ star x ⬝ᵥ A *ᵥ x = star x ⬝ᵥ ((U * diagonal fun i => ↑(hA.eigenvalues i)) * Uᴴ) *ᵥ x
```

The error lies in the step `h1`, which rewrites $\langle x, Ax\rangle$ in terms of $U^\dagger x$. After `← adj U`, the right side has three matrices applied to `x` one after another. The first `mulVec_mulVec` merges the outer two, `U` and the diagonal matrix, and the second joins `Uᴴ` to that product on the right. The result is already bracketed to the left, as `(U * diagonal …) * Uᴴ`.

The next rewrite, `← Matrix.mul_assoc`, turns a product of the form `?L * (?M * ?N)` into `(?L * ?M) * ?N`. The goal contains no product bracketed to the right, so Lean reports that it cannot find the pattern, and the rewrite fails.

The repair deletes that rewrite. The product in the goal is already exactly the right side of `h`, so `← h` replaces it with `A`. Both sides of the goal are then the same, and `rw` closes it by reflexivity.

The change, after which it compiles:

```diff
@@ -33,5 +33,5 @@
   have h1 : star x ⬝ᵥ (A *ᵥ x) = star (Uᴴ *ᵥ x) ⬝ᵥ
       (diagonal (fun i => (hA.eigenvalues i : ℂ)) *ᵥ (Uᴴ *ᵥ x)) := by
-    rw [← adj U, mulVec_mulVec, mulVec_mulVec, ← Matrix.mul_assoc, ← h]
+    rw [← adj U, mulVec_mulVec, mulVec_mulVec, ← h]
   have h2 : star x ⬝ᵥ x = star (Uᴴ *ᵥ x) ⬝ᵥ (Uᴴ *ᵥ x) := by
     rw [← adj U, mulVec_mulVec, hU, one_mulVec]
```
